# Spectrum of P ⊗ A + (1 − P) ⊗ B for idempotent P: the levels of A and B, repeated by channel dimension

To find the s-wave levels of a neutron and a proton with a central, spin-dependent potential, one diagonalises a singlet radial matrix and a triplet radial matrix separately. One then lists each singlet level once and each triplet level three times. The full Hamiltonian on spin and radial space is never diagonalised. This bookkeeping is correct when the interaction does not couple the two channels and acts in the same way in all three triplet states. It follows from a factorisation of the characteristic polynomial.

## The Hamiltonian and its two channels

Let the channel space (here spin) have dimension n and the radial space dimension m. In Lean, `n` and `m` are finite index types, and the dimension of the channel space is `Fintype.card n`.

```lean
import Mathlib

open Matrix
open scoped Kronecker

namespace TwoChannelSpectrum

noncomputable section

variable {n m : Type*} [Fintype n] [DecidableEq n] [Fintype m] [DecidableEq m]
```

Let P be a complex n × n matrix that selects one channel, and let A and B be the m × m radial matrices in that channel and in its complement. The Hamiltonian is

H = P ⊗ A + (1 − P) ⊗ B.

Two assumptions are built into this form: the channels are not coupled, and all spin states of one channel share the same radial matrix. The condition P² = P, which enters the theorems as `hP`, says that selecting a channel twice is the same as selecting it once. P need not be Hermitian, and neither need A or B, so a complex optical potential is allowed. The radial space is finite, as on a grid or in a truncated basis; the passage to the differential operator on the half-line, with its continuum, is a separate step.

```lean
/-- The two-channel Hamiltonian `P ⊗ A + (1 - P) ⊗ B`: the radial matrix `A` acts in the
channel selected by `P`, and `B` acts in the complementary channel. -/
def twoChannel (P : Matrix n n ℂ) (A B : Matrix m m ℂ) : Matrix (n × m) (n × m) ℂ :=
  P ⊗ₖ A + (1 - P) ⊗ₖ B
```

## An idempotent has as many dimensions as its trace

Let r be the rank of P. Take a basis of the range of P as the columns of an n × r matrix U, and let the r × n matrix V send x to the coordinates of Px in that basis. Then UV = P. Since P(Pz) = Pz, P leaves every vector of its range unchanged, so the coordinates of the basis vectors are the unit vectors:

UV = P, VU = 1.

U and V are rectangular matrices here, neither unitaries nor potentials. In the proof `e` is the coordinate map, `key` says that P is the identity on its range, and `h1` and `h2` are the two products, written as compositions of linear maps.

```lean
/-- An idempotent `P` of rank `r` factors through an `r`-dimensional space as `P = U V`
with `V U = 1`. -/
theorem channel_factorization (P : Matrix n n ℂ) (hP : P * P = P) :
    ∃ (U : Matrix n (Fin P.rank) ℂ) (V : Matrix (Fin P.rank) n ℂ),
      U * V = P ∧ V * U = 1 := by
  have hp : LinearMap.toMatrix' P.mulVecLin = P := by
    rw [← Matrix.toLin'_apply', LinearMap.toMatrix'_toLin']
  -- coordinates on the range of `P`
  obtain ⟨e⟩ : Nonempty (LinearMap.range P.mulVecLin ≃ₗ[ℂ] (Fin P.rank → ℂ)) :=
    ⟨(Module.finBasisOfFinrankEq ℂ (LinearMap.range P.mulVecLin)
      (by rw [Matrix.rank])).equivFun⟩
  -- `P` acts as the identity on its range
  have key : ∀ y : LinearMap.range P.mulVecLin,
      P.mulVecLin.rangeRestrict (y : n → ℂ) = y := by
    rintro ⟨_, z, rfl⟩
    apply Subtype.ext
    change P *ᵥ (P *ᵥ z) = P *ᵥ z
    rw [Matrix.mulVec_mulVec, hP]
  have h1 : ((LinearMap.range P.mulVecLin).subtype ∘ₗ e.symm.toLinearMap) ∘ₗ
      (e.toLinearMap ∘ₗ P.mulVecLin.rangeRestrict) = P.mulVecLin := by
    apply LinearMap.ext
    intro x
    change ((e.symm (e (P.mulVecLin.rangeRestrict x)) :
      LinearMap.range P.mulVecLin) : n → ℂ) = _
    rw [e.symm_apply_apply]
    rfl
  have h2 : (e.toLinearMap ∘ₗ P.mulVecLin.rangeRestrict) ∘ₗ
      ((LinearMap.range P.mulVecLin).subtype ∘ₗ e.symm.toLinearMap) = LinearMap.id := by
    apply LinearMap.ext
    intro x
    change e (P.mulVecLin.rangeRestrict
      ((e.symm x : LinearMap.range P.mulVecLin) : n → ℂ)) = x
    rw [key, e.apply_symm_apply]
  exact ⟨_, _, by rw [← LinearMap.toMatrix'_comp, h1, hp],
    by rw [← LinearMap.toMatrix'_comp, h2, LinearMap.toMatrix'_id]⟩
```

The cyclic property of the trace now gives

tr P = tr(UV) = tr(VU) = r.

```lean
/-- The rank of an idempotent channel operator equals its trace. -/
theorem rank_eq_trace (P : Matrix n n ℂ) (hP : P * P = P) : (P.rank : ℂ) = P.trace := by
  obtain ⟨U, V, hUV, hVU⟩ := channel_factorization P hP
  symm
  calc P.trace = (U * V).trace := by rw [hUV]
    _ = (V * U).trace := Matrix.trace_mul_comm U V
    _ = (P.rank : ℂ) := by rw [hVU, Matrix.trace_one, Fintype.card_fin]
```

The complement is idempotent too, because (1 − P)² = 1 − 2P + P² = 1 − P. Hence

rank P + rank(1 − P) = tr P + tr(1 − P) = n.

The Lean proof obtains this equality in the complex numbers and casts it back to the natural numbers.

```lean
/-- The ranks of an idempotent `P` and of its complement `1 - P` add up to the dimension of
the channel space. -/
theorem rank_add_rank_compl (P : Matrix n n ℂ) (hP : P * P = P) :
    P.rank + (1 - P).rank = Fintype.card n := by
  have hQ : (1 - P) * (1 - P) = 1 - P := IsIdempotentElem.one_sub hP
  have h : (P.rank : ℂ) + ((1 - P).rank : ℂ) = (Fintype.card n : ℂ) := by
    rw [rank_eq_trace P hP, rank_eq_trace _ hQ, Matrix.trace_sub, Matrix.trace_one]
    ring
  exact_mod_cast h
```

## Determinant with one active channel

Let an m × m matrix M act in the channel of P and the identity act in the complement. Then

P ⊗ M + (1 − P) ⊗ 1 = 1 + P ⊗ (M − 1) = 1 + (U ⊗ 1)(V ⊗ (M − 1)).

By det(1 + XY) = det(1 + YX), the two factors may be exchanged, which moves the determinant to a space of dimension rm:

det(1 + VU ⊗ (M − 1)) = det(1 ⊗ M) = (det M)^r.

The steps `h1` and `h2` are the rewritings before and after the exchange.

```lean
/-- If `M` acts in the channel of an idempotent `P` and the identity acts in the complement,
the determinant is `det M` to the power `rank P`. -/
theorem det_single_channel (P : Matrix n n ℂ) (hP : P * P = P) (M : Matrix m m ℂ) :
    (P ⊗ₖ M + (1 - P) ⊗ₖ (1 : Matrix m m ℂ)).det = M.det ^ P.rank := by
  obtain ⟨U, V, hUV, hVU⟩ := channel_factorization P hP
  have h1 : P ⊗ₖ M + (1 - P) ⊗ₖ (1 : Matrix m m ℂ)
      = 1 + (U ⊗ₖ (1 : Matrix m m ℂ)) * (V ⊗ₖ (M - 1)) := by
    have h : (1 : Matrix (n × m) (n × m) ℂ) = 1 ⊗ₖ 1 := Matrix.one_kronecker_one.symm
    rw [← Matrix.mul_kronecker_mul, hUV, Matrix.one_mul, h]
    ext ⟨i, a⟩ ⟨j, b⟩
    simp only [Matrix.add_apply, Matrix.sub_apply, Matrix.kroneckerMap_apply]
    ring
  have h2 : 1 + (1 : Matrix (Fin P.rank) (Fin P.rank) ℂ) ⊗ₖ (M - 1)
      = (1 : Matrix (Fin P.rank) (Fin P.rank) ℂ) ⊗ₖ M := by
    have h : (1 : Matrix (Fin P.rank × m) (Fin P.rank × m) ℂ) = 1 ⊗ₖ 1 :=
      Matrix.one_kronecker_one.symm
    rw [h]
    ext ⟨i, a⟩ ⟨j, b⟩
    simp only [Matrix.add_apply, Matrix.sub_apply, Matrix.kroneckerMap_apply]
    ring
  -- exchanging the factors reduces the determinant to the range of `P`
  rw [h1, Matrix.det_one_add_mul_comm, ← Matrix.mul_kronecker_mul, hVU, Matrix.mul_one, h2,
    Matrix.det_kronecker, Matrix.det_one, one_pow, one_mul, Fintype.card_fin]
```

## Both channels together

Write Q = 1 − P, so that PQ = QP = 0. Multiplying out,

(P ⊗ A + Q ⊗ 1)(Q ⊗ B + P ⊗ 1) = PQ ⊗ AB + P² ⊗ A + Q² ⊗ B + QP ⊗ 1 = P ⊗ A + Q ⊗ B.

So H is a product of two operators with one active channel each, and

det H = (det A)^r (det B)^(n−r).

The exponent n − r is the rank of Q, by the sum of ranks above.

```lean
/-- For idempotent `P`, the determinant of the two-channel operator is the product of the
channel determinants, each raised to the dimension of its channel. -/
theorem det_twoChannel (P : Matrix n n ℂ) (hP : P * P = P) (A B : Matrix m m ℂ) :
    (twoChannel P A B).det = A.det ^ P.rank * B.det ^ (Fintype.card n - P.rank) := by
  have hQ : (1 - P) * (1 - P) = 1 - P := IsIdempotentElem.one_sub hP
  have h0 : P * (1 - P) = 0 := by rw [mul_sub, mul_one, hP, sub_self]
  have h0' : (1 - P) * P = 0 := by rw [sub_mul, one_mul, hP, sub_self]
  -- the two channels act one after the other
  have h : twoChannel P A B = (P ⊗ₖ A + (1 - P) ⊗ₖ (1 : Matrix m m ℂ)) *
      ((1 - P) ⊗ₖ B + (1 - (1 - P)) ⊗ₖ (1 : Matrix m m ℂ)) := by
    rw [sub_sub_cancel, add_mul, mul_add, mul_add, ← Matrix.mul_kronecker_mul,
      ← Matrix.mul_kronecker_mul, ← Matrix.mul_kronecker_mul, ← Matrix.mul_kronecker_mul,
      hP, hQ, h0, h0']
    simp only [twoChannel, Matrix.zero_kronecker, Matrix.mul_one, Matrix.one_mul,
      zero_add, add_zero]
  have hr : (1 - P).rank = Fintype.card n - P.rank := by
    have := rank_add_rank_compl P hP
    omega
  rw [h, Matrix.det_mul, det_single_channel P hP, det_single_channel _ hQ, hr]
```

For a complex number t, the identity splits between the channels in the same way:

t − H = P ⊗ (t − A) + (1 − P) ⊗ (t − B).

The determinant formula therefore applies to t − H. With χ_X(t) = det(t − X),

χ_H(t) = χ_A(t)^r χ_B(t)^(n−r).

Polynomials that agree at every complex t are equal, which is the role of `Polynomial.funext`.

```lean
/-- For idempotent `P` of rank `r` on an `n`-dimensional channel space, the characteristic
polynomial of the two-channel Hamiltonian is the `r`-th power of that of `A` times the
`(n - r)`-th power of that of `B`. -/
theorem charpoly_twoChannel (P : Matrix n n ℂ) (hP : P * P = P) (A B : Matrix m m ℂ) :
    (twoChannel P A B).charpoly
      = A.charpoly ^ P.rank * B.charpoly ^ (Fintype.card n - P.rank) := by
  apply Polynomial.funext
  intro t
  rw [Polynomial.eval_mul, Polynomial.eval_pow, Polynomial.eval_pow, Matrix.eval_charpoly,
    Matrix.eval_charpoly, Matrix.eval_charpoly, ← det_twoChannel P hP]
  -- `t - H` is the two-channel operator built from `t - A` and `t - B`
  refine congrArg Matrix.det ?_
  have h : (1 : Matrix (n × m) (n × m) ℂ) = 1 ⊗ₖ 1 := Matrix.one_kronecker_one.symm
  simp only [Matrix.scalar_apply, ← Matrix.smul_one_eq_diagonal]
  rw [h]
  ext ⟨i, a⟩ ⟨j, b⟩
  simp only [twoChannel, Matrix.add_apply, Matrix.sub_apply, Matrix.smul_apply, smul_eq_mul,
    Matrix.kroneckerMap_apply]
  ring
```

Idempotence does real work here: a Hermitian P with eigenvalues between 0 and 1 is not enough. Take n = m = 1, P = 1/2, A = 0 and B = 2. Then H = 1 and χ_H(t) = t − 1, whereas the formula with r = 1 would give t.

## Levels and their multiplicities

The roots of χ_H are the eigenvalues of H with algebraic multiplicity. Taking roots turns the product into a sum of multisets: r copies of the levels of A and n − r copies of those of B. The Lean proof first notes that the factors are non-zero, since characteristic polynomials are monic.

```lean
/-- For idempotent `P` of rank `r`, the eigenvalues of the two-channel Hamiltonian, counted
with algebraic multiplicity, are `r` copies of those of `A` and `n - r` copies of those
of `B`. -/
theorem levels_twoChannel (P : Matrix n n ℂ) (hP : P * P = P) (A B : Matrix m m ℂ) :
    (twoChannel P A B).charpoly.roots
      = P.rank • A.charpoly.roots + (Fintype.card n - P.rank) • B.charpoly.roots := by
  rw [charpoly_twoChannel P hP, Polynomial.roots_mul (mul_ne_zero
    (pow_ne_zero _ A.charpoly_monic.ne_zero) (pow_ne_zero _ B.charpoly_monic.ne_zero)),
    Polynomial.roots_pow, Polynomial.roots_pow]
```

When both channels are present, the set of eigenvalues of H is the union of those of A and B. A number t lies in the spectrum of H exactly when

det(t − A)^r det(t − B)^(n−r) = 0.

For P ≠ 0 and P ≠ 1 both exponents are positive, so this says that t is an eigenvalue of A or of B. The auxiliary step `pos` shows that a non-zero idempotent has non-zero rank: with r = 0, the product UV would vanish.

```lean
/-- If the idempotent `P` is neither `0` nor `1`, the spectrum of the two-channel Hamiltonian
is the union of the spectra of `A` and `B`. -/
theorem spectrum_twoChannel (P : Matrix n n ℂ) (hP : P * P = P) (h0 : P ≠ 0) (h1 : P ≠ 1)
    (A B : Matrix m m ℂ) :
    spectrum ℂ (twoChannel P A B) = spectrum ℂ A ∪ spectrum ℂ B := by
  -- a nonzero idempotent has nonzero rank
  have pos : ∀ Q : Matrix n n ℂ, Q * Q = Q → Q ≠ 0 → Q.rank ≠ 0 := by
    intro Q hQ hne h
    obtain ⟨U, V, hUV, -⟩ := channel_factorization Q hQ
    have : IsEmpty (Fin Q.rank) := by rw [h]; infer_instance
    apply hne
    rw [← hUV]
    ext i j
    simp [Matrix.mul_apply]
  have hr := pos P hP h0
  have hs : Fintype.card n - P.rank ≠ 0 := by
    have h2 := pos (1 - P) (IsIdempotentElem.one_sub hP) (sub_ne_zero.mpr h1.symm)
    have h3 := rank_add_rank_compl P hP
    omega
  ext t
  have hH : (algebraMap ℂ (Matrix (n × m) (n × m) ℂ) t - twoChannel P A B)
      = twoChannel P (algebraMap ℂ _ t - A) (algebraMap ℂ _ t - B) := by
    have h : (1 : Matrix (n × m) (n × m) ℂ) = 1 ⊗ₖ 1 := Matrix.one_kronecker_one.symm
    simp only [Algebra.algebraMap_eq_smul_one]
    rw [h]
    ext ⟨i, a⟩ ⟨j, b⟩
    simp only [twoChannel, Matrix.add_apply, Matrix.sub_apply, Matrix.smul_apply,
      smul_eq_mul, Matrix.kroneckerMap_apply]
    ring
  simp only [Set.mem_union, spectrum.mem_iff, Matrix.isUnit_iff_isUnit_det,
    isUnit_iff_ne_zero, not_not, ne_eq]
  rw [hH, det_twoChannel P hP, mul_eq_zero, pow_eq_zero_iff hr, pow_eq_zero_iff hs]
```

## Singlet and triplet

For two spins one half, the singlet state is (↑↓ − ↓↑)/√2. Its projector has entries 1/2 and −1/2 in the block of ↑↓ and ↓↑, and zeros elsewhere.

```lean
/-- The singlet projector of two spins one half in the basis `↑↑, ↑↓, ↓↑, ↓↓`. -/
def singlet : Matrix (Fin 4) (Fin 4) ℂ :=
  !![0, 0, 0, 0; 0, 1/2, -1/2, 0; 0, -1/2, 1/2, 0; 0, 0, 0, 0]
```

Squaring the matrix gives it back, and its trace is 1, so its rank is 1.

```lean
/-- The singlet projector is idempotent and has rank one. -/
theorem singlet_witness : singlet * singlet = singlet ∧ singlet.rank = 1 := by
  have h : singlet * singlet = singlet := by
    ext i j
    fin_cases i <;> fin_cases j <;>
      simp [singlet, Matrix.mul_apply, Fin.sum_univ_succ] <;> norm_num
  have ht : singlet.trace = 1 := by
    simp [singlet, Matrix.trace, Fin.sum_univ_succ]
    norm_num
  have hr := rank_eq_trace singlet h
  rw [ht] at hr
  exact ⟨h, by exact_mod_cast hr⟩
```

In the neutron–proton calculation, A = T + V_s and B = T + V_t, where T is the radial kinetic-energy matrix and V_s and V_t are the singlet and triplet potentials on the grid. With 400 radial points the full matrix is 1600 × 1600, while the work consists of two diagonalisations of size 400 × 400. The multiplicities 1 and 3 are the exponents in

χ_H = χ_A χ_B³.

A tensor force would couple the triplet s wave to the d wave. H would then no longer map the s-wave space into itself, and the triplet calculation would have to include the d wave.

```lean
/-- For two spins one half with radial matrix `A` in the singlet channel and `B` in its
complement, the characteristic polynomial is that of `A` times the cube of that of `B`. -/
theorem charpoly_singlet_triplet (A B : Matrix m m ℂ) :
    (twoChannel singlet A B).charpoly = A.charpoly * B.charpoly ^ 3 := by
  rw [charpoly_twoChannel singlet singlet_witness.1, singlet_witness.2, Fintype.card_fin,
    pow_one]

end

end TwoChannelSpectrum
```

```lean
#print axioms TwoChannelSpectrum.levels_twoChannel
-- 'TwoChannelSpectrum.levels_twoChannel' depends on axioms: [propext, Classical.choice, Quot.sound]
#print axioms TwoChannelSpectrum.spectrum_twoChannel
-- 'TwoChannelSpectrum.spectrum_twoChannel' depends on axioms: [propext, Classical.choice, Quot.sound]
#print axioms TwoChannelSpectrum.charpoly_singlet_triplet
-- 'TwoChannelSpectrum.charpoly_singlet_triplet' depends on axioms: [propext, Classical.choice, Quot.sound]
```
